# The ring functional ln det(1 + GV) − Tr(GV) is additive over uncoupled fragments

The theorem `ringF_fragments` concerns a system made of finitely many fragments, each with a response Gᵢ and an interaction Vᵢ given by real positive semidefinite matrices of finite size. The total response G and interaction V are block-diagonal, so neither connects different fragments. The claim is that ln det(1 + GV) − Tr(GV) for the total system equals the sum of the values ln det(1 + GᵢVᵢ) − Tr(GᵢVᵢ) of the fragments. The proof writes 1 + GV as a block-diagonal matrix and factorises its determinant. It then turns the logarithm of the product into a sum, which is allowed because no factor vanishes, and splits the trace in the same way.

This version doesn't compile in Lean 4 with Mathlib:

```lean
import Mathlib

open Matrix

namespace RingFFragments

noncomputable section

variable {n : Type*} [Fintype n] [DecidableEq n]
variable {N : ℕ} {m : Fin N → Type*}
  [∀ i, Fintype (m i)] [∀ i, DecidableEq (m i)]

/-- The ring functional `ln det(1 + G V) - Tr(G V)` of a response `G` and an interaction `V`,
for `det(1 + G V) > 0`. -/
def ringF (G V : Matrix n n ℝ) : ℝ :=
  Real.log (1 + G * V).det - (G * V).trace

/-- For positive semidefinite response and interaction, `det(1 + t G V)` does not vanish at any
coupling strength `t ≥ 0`. -/
theorem det_coupling_ne_zero {G V : Matrix n n ℝ} (hG : G.PosSemidef) (hV : V.PosSemidef)
    {t : ℝ} (ht : 0 ≤ t) : (1 + t • (G * V)).det ≠ 0 := by
  intro h
  obtain ⟨x, hx, h0⟩ := Matrix.exists_mulVec_eq_zero_iff.mpr h
  have e : x + t • (G *ᵥ (V *ᵥ x)) = 0 := by
    simpa [Matrix.add_mulVec, Matrix.smul_mulVec, Matrix.mulVec_mulVec] using h0
  have h1 : 0 ≤ (V *ᵥ x) ⬝ᵥ (G *ᵥ (V *ᵥ x)) := by
    simpa only [star_trivial] using hG.dotProduct_mulVec_nonneg (V *ᵥ x)
  have h2 : 0 ≤ x ⬝ᵥ (V *ᵥ x) := by
    simpa only [star_trivial] using hV.dotProduct_mulVec_nonneg x
  -- project the null-vector equation on `V x`: two nonnegative terms add up to zero
  have h3 : (V *ᵥ x) ⬝ᵥ x + t * ((V *ᵥ x) ⬝ᵥ (G *ᵥ (V *ᵥ x))) = 0 := by
    have := congrArg (fun y => (V *ᵥ x) ⬝ᵥ y) e
    simpa only [dotProduct_add, dotProduct_smul, smul_eq_mul, dotProduct_zero] using this
  rw [dotProduct_comm (V *ᵥ x) x] at h3
  have h4 : x ⬝ᵥ (V *ᵥ x) = 0 := by linarith [mul_nonneg ht h1]
  have h5 : V *ᵥ x = 0 :=
    (hV.dotProduct_mulVec_zero_iff x).mp (by simpa only [star_trivial] using h4)
  rw [h5, Matrix.mulVec_zero, smul_zero, add_zero] at e
  exact hx e

/-- For positive semidefinite response and interaction, `det(1 + G V)` is positive. -/
theorem det_pos {G V : Matrix n n ℝ} (hG : G.PosSemidef) (hV : V.PosSemidef) :
    0 < (1 + G * V).det := by
  by_contra hneg
  -- switch the interaction on continuously; the determinant starts at one
  have hc : Continuous (fun t : ℝ => (1 + t • (G * V)).det) :=
    (continuous_const.add (continuous_id.smul continuous_const)).matrix_det
  obtain ⟨t, ht, h0⟩ := intermediate_value_Icc' (zero_le_one' ℝ) hc.continuousOn
    (show (0 : ℝ) ∈ Set.Icc _ _ from ⟨by simpa using hneg, by simp⟩)
  exact det_coupling_ne_zero hG hV ht.1 h0

/-- The determinant of a block-diagonal matrix is the product of the fragment determinants. -/
theorem det_fragments (M : ∀ i, Matrix (m i) (m i) ℝ) :
    (blockDiagonal' M).det = ∏ i, (M i).det := by
  have hb : BlockTriangular (blockDiagonal' M) Sigma.fst := by
    rintro ⟨i, x⟩ ⟨j, y⟩ h
    exact blockDiagonal'_apply_ne M x y h.ne'
  rw [hb.det_fintype]
  refine Finset.prod_congr rfl fun k _ => ?_
  -- the orbitals of the total system that sit on fragment `k` are those of the fragment
  let e : m k ≃ {a : Σ i, m i // a.1 = k} :=
    ⟨fun x => ⟨⟨k, x⟩, rfl⟩, fun a => a.2 ▸ a.1.2, fun _ => rfl, by
      rintro ⟨⟨_, x⟩, rfl⟩
      rfl⟩
  rw [← det_submatrix_equiv_self e]
  congr 1
  ext x y
  exact blockDiagonal'_apply_eq M k x y

/-- For any finite number of fragments with positive semidefinite responses and interactions,
the ring functional of the block-diagonal total system is the sum of the fragment values. -/
theorem ringF_fragments {G V : ∀ i, Matrix (m i) (m i) ℝ}
    (hG : ∀ i, (G i).PosSemidef) (hV : ∀ i, (V i).PosSemidef) :
    ringF (blockDiagonal' G) (blockDiagonal' V) = ∑ i, ringF (G i) (V i) := by
  have h : 1 + blockDiagonal' G * blockDiagonal' V
      = blockDiagonal' (fun i => 1 + G i * V i) := by
    change _ = blockDiagonal' (1 + fun i => G i * V i)
    rw [blockDiagonal'_add, blockDiagonal'_one, blockDiagonal'_mul]
  unfold ringF
  rw [h, det_blockDiagonal', Real.log_prod (fun i _ => (det_pos (hG i) (hV i)).ne'),
    ← blockDiagonal'_mul, trace_blockDiagonal', Finset.sum_sub_distrib]

end

end RingFFragments
```

Lean reports:

```
Main.lean:80:9: error(lean.unknownIdentifier): Unknown identifier `det_blockDiagonal'`
Main.lean:74:76: error: unsolved goals
N : ℕ
m : Fin N → Type u_2
inst✝¹ : (i : Fin N) → Fintype (m i)
inst✝ : (i : Fin N) → DecidableEq (m i)
G V : (i : Fin N) → Matrix (m i) (m i) ℝ
hG : ∀ (i : Fin N), (G i).PosSemidef
hV : ∀ (i : Fin N), (V i).PosSemidef
h : 1 + blockDiagonal' G * blockDiagonal' V = blockDiagonal' fun i => 1 + G i * V i
⊢ Real.log (blockDiagonal' fun i => 1 + G i * V i).det - (blockDiagonal' G * blockDiagonal' V).trace =
    ∑ i, (Real.log (1 + G i * V i).det - (G i * V i).trace)
```

The first message says that Lean knows no declaration called `det_blockDiagonal'` at this point. The name was meant to supply the factorisation of a block-diagonal determinant.

The second message follows from the first. The `rw` stopped at the unknown name, after `h` had already been applied, so the goal still contains the determinant of the whole block-diagonal matrix. The later rewrites, including `Real.log_prod`, which needs the logarithm of a product, were never carried out.

The missing fact is already proved in the file, under the name `det_fragments`: `(blockDiagonal' M).det = ∏ i, (M i).det`. The diff puts this name in place of the unknown one. Applied to the blocks `1 + G i * V i`, it produces the product that `Real.log_prod` expects, and the remaining rewrites close the goal unchanged.

The change, after which it compiles:

```diff
@@ -78,5 +78,5 @@
     rw [blockDiagonal'_add, blockDiagonal'_one, blockDiagonal'_mul]
   unfold ringF
-  rw [h, det_blockDiagonal', Real.log_prod (fun i _ => (det_pos (hG i) (hV i)).ne'),
+  rw [h, det_fragments, Real.log_prod (fun i _ => (det_pos (hG i) (hV i)).ne'),
     ← blockDiagonal'_mul, trace_blockDiagonal', Finset.sum_sub_distrib]
 
```
